# Geometric convergence of the homogeneous Ising cavity iteration on the Bethe lattice for \((z-1)\tanh|K|<1\)

## Iterating a cavity field

To compute the magnetisation of an Ising model in the Bethe approximation, or the composition of a binary alloy with nearest-neighbour pair interactions at a given chemical-potential difference, one can guess a cavity field and update it until it stops changing. The result below gives a condition on coupling and coordination number under which the guess does not matter, for a homogeneous solution with one cavity field.

Let \(K\) be the coupling and \(B\) the external field, both divided by \(k_BT\), and let \(z\) be the coordination number. The cavity field \(h\), also in units of \(k_BT\), acts on a spin when one of its bonds is removed; it is not the external field.

## Summing out one neighbour

A neighbour \(\sigma=\pm1\) in the field \(h\), coupled to a spin \(s=\pm1\), contributes

\[
\sum_{\sigma=\pm1}e^{Ks\sigma+h\sigma}=2\cosh(h+Ks).
\]

The ratio of the weights for \(s=1\) and \(s=-1\) is that of a spin in a field \(u\), the cavity bias, with \(e^{2u}=\cosh(h+K)/\cosh(h-K)\). Since \(\cosh(h\pm K)=\cosh h\cosh K\,(1\pm\tanh K\tanh h)\),

\[
u(h)=\tfrac12\ln\frac{\cosh(h+K)}{\cosh(h-K)}=\operatorname{artanh}(\tanh K\tanh h).
\]

Adding \(z-1\) equal biases to the external field gives the update \(F(h)=B+(z-1)u(h)\).

## What is proved

Put \(q=(z-1)\tanh|K|\). For real \(K,B\) and an integer \(z\ge1\), `cavityMap_lipschitz` states that \(|F(x)-F(y)|\le q|x-y|\). If also \(q<1\), `cavity_iteration_converges` gives exactly one fixed point \(h_*\) (`hs` in Lean), and for every start \(h_0\) and every \(n\)

\[
|F^n(h_0)-h_*|\le q^n|h_0-h_*|,\qquad F^n(h_0)\to h_*.
\]

In Lean, `cavityBias K h` is \(u(h)\), `cavityMap K B z` is \(F\), and `(cavityMap K B z)^[n]` is its \(n\)-fold iterate. The coordination number is a natural number, converted to a real before 1 is subtracted. Both signs of \(K\) are allowed.

For \(z\ge3\) the hypothesis \(q<1\) says that the coupling is weak, or the temperature high, relative to the branching of the lattice; for \(z=1\) and \(z=2\) it holds for every real \(K\). The step from one bond to the lattice is built into the definition of `cavityMap`: the \(z-1\) branches act independently and equally. On a crystal lattice with loops, this independence is an approximation.

## From the slope to convergence

Differentiating the logarithmic form of \(u\) gives

\[
u'(h)=\frac{\tanh(h+K)-\tanh(h-K)}2
=\frac{\sinh K\cosh K}{\cosh(h+K)\cosh(h-K)}
=\frac{\sinh K\cosh K}{\cosh^2K+\sinh^2h}.
\]

Dropping \(\sinh^2h\) from the denominator gives \(|u'(h)|\le|\sinh K|/\cosh K=\tanh|K|\). The mean value inequality, multiplied by \(z-1\), yields the Lipschitz bound.

For \(q<1\), successive changes obey \(|h_{n+1}-h_n|\le q^n|h_1-h_0|\), where \(h_n=F^n(h_0)\). The iterates are therefore Cauchy, and by continuity their limit is a fixed point. Two fixed points \(a,b\) satisfy \(|a-b|\le q|a-b|\), so \(a=b\). Applying the Lipschitz bound \(n\) times to \(h_0\) and \(h_*\) gives the error estimate.

At \(h=0\) the slope of \(F\) has magnitude \(q\), so no smaller Lipschitz constant holds on the whole line. If \(q<1\) and \(h,h'\) are fixed points for fields \(B,B'\), then

\[
|h-h'|\le|B-B'|+q|h-h'|,\qquad
|h-h'|\le\frac{|B-B'|}{1-q}.
\]

## Three solutions at stronger coupling

Take \(z=3\), \(B=0\) and \(\tanh K=5/8\), so \(q=5/4\). At \(h=\ln3\), \(\tanh h=4/5\) and \(F(h)=2\operatorname{artanh}(1/2)=\ln3\). Thus \(0\) and \(\pm\ln3\) are all fixed points, and uniqueness fails if the hypothesis is relaxed to \(q\le5/4\).

## The Lean file

```lean
import Mathlib

open Real Filter Topology

namespace BetheCavityContraction

noncomputable section

/-- The inverse hyperbolic tangent in logarithmic form, for arguments `-1 < x < 1`. -/
def invTanh (x : ℝ) : ℝ := log ((1 + x) / (1 - x)) / 2

/-- The cavity bias that a spin in the cavity field `h` sends through a bond of
reduced coupling `K`. -/
def cavityBias (K h : ℝ) : ℝ := invTanh (tanh K * tanh h)

/-- One cavity update on the Bethe lattice of coordination number `z`: the external field `B`
plus the biases of `z - 1` equivalent neighbours. -/
def cavityMap (K B : ℝ) (z : ℕ) (h : ℝ) : ℝ := B + ((z : ℝ) - 1) * cavityBias K h

/-- On the interval `-1 < x < 1` the logarithmic formula inverts the hyperbolic tangent. -/
theorem tanh_invTanh {x : ℝ} (h1 : -1 < x) (h2 : x < 1) : tanh (invTanh x) = x := by
  have hm : 0 < 1 - x := by linarith
  have hp : 0 < 1 + x := by linarith
  have hr : exp (invTanh x) * exp (invTanh x) * (1 - x) = 1 + x := by
    unfold invTanh
    rw [← exp_add, add_halves, exp_log (div_pos hp hm), div_mul_cancel₀ _ hm.ne']
  have hef : exp (invTanh x) * exp (-invTanh x) = 1 := by
    rw [← exp_add, add_neg_cancel, exp_zero]
  have key : exp (invTanh x) * (1 - x) = exp (-invTanh x) * (1 + x) := by
    linear_combination exp (-invTanh x) * hr - exp (invTanh x) * (1 - x) * hef
  rw [tanh_eq_sinh_div_cosh, div_eq_iff (cosh_pos _).ne', sinh_eq, cosh_eq]
  linear_combination key / 2

/-- The cavity bias is half the difference of the log-partition functions of the
neighbour in the fields `h + K` and `h - K`. -/
theorem cavityBias_eq_log_cosh (K h : ℝ) :
    cavityBias K h = (log (cosh (h + K)) - log (cosh (h - K))) / 2 := by
  have e1 : sinh K = tanh K * cosh K := by
    rw [tanh_eq_sinh_div_cosh, div_mul_cancel₀ _ (cosh_pos K).ne']
  have e2 : sinh h = tanh h * cosh h := by
    rw [tanh_eq_sinh_div_cosh, div_mul_cancel₀ _ (cosh_pos h).ne']
  have p : cosh (h + K) = (1 + tanh K * tanh h) * (cosh h * cosh K) := by
    rw [cosh_add]
    linear_combination sinh h * e1 + tanh K * cosh K * e2
  have m : cosh (h - K) = (1 - tanh K * tanh h) * (cosh h * cosh K) := by
    rw [cosh_sub]
    linear_combination -sinh h * e1 - tanh K * cosh K * e2
  have hc : cosh h * cosh K ≠ 0 := (mul_pos (cosh_pos h) (cosh_pos K)).ne'
  rw [← log_div (cosh_pos _).ne' (cosh_pos _).ne', p, m, mul_div_mul_right _ _ hc]
  rfl

/-- Summing out a neighbour spin in the field `h` gives Boltzmann weights for the remaining
spin up and down whose ratio is that of a spin in the field `cavityBias K h`. -/
theorem trace_out_neighbour (K h : ℝ) :
    exp (h + K) + exp (-(h + K)) =
      exp (2 * cavityBias K h) * (exp (h - K) + exp (-(h - K))) := by
  have e : 2 * cavityBias K h = log (cosh (h + K)) - log (cosh (h - K)) := by
    rw [cavityBias_eq_log_cosh]
    ring
  have hX : exp (h + K) + exp (-(h + K)) = 2 * cosh (h + K) := by
    linarith [cosh_eq (h + K)]
  have hY : exp (h - K) + exp (-(h - K)) = 2 * cosh (h - K) := by
    linarith [cosh_eq (h - K)]
  rw [e, exp_sub, exp_log (cosh_pos _), exp_log (cosh_pos _), hX, hY,
    div_mul_eq_mul_div, eq_div_iff (cosh_pos _).ne']
  ring

/-- The response of the cavity bias to the cavity field is
`sinh K cosh K / (cosh² K + sinh² h)`. -/
theorem hasDerivAt_cavityBias (K h : ℝ) :
    HasDerivAt (cavityBias K) (sinh K * cosh K / (cosh K ^ 2 + sinh h ^ 2)) h := by
  have d : ∀ c : ℝ, HasDerivAt (fun x => log (cosh (x + c))) (tanh (h + c)) h := by
    intro c
    have := (((hasDerivAt_id' h).add_const c).cosh).log (cosh_pos _).ne'
    exact this.congr_deriv (by rw [mul_one, tanh_eq_sinh_div_cosh])
  have hf : cavityBias K =
      fun x => (log (cosh (x + K)) - log (cosh (x + -K))) / 2 :=
    funext fun x => by rw [cavityBias_eq_log_cosh, sub_eq_add_neg x K]
  -- addition theorems for the numerator and denominator of the slope
  have hp : cosh (h + K) * cosh (h - K) = cosh K ^ 2 + sinh h ^ 2 := by
    rw [cosh_add, cosh_sub]
    linear_combination cosh K ^ 2 * cosh_sq h + sinh h ^ 2 * cosh_sq K
  have hn : sinh (h + K) * cosh (h - K) - cosh (h + K) * sinh (h - K)
      = 2 * (sinh K * cosh K) := by
    rw [cosh_add, cosh_sub, sinh_add, sinh_sub]
    linear_combination 2 * sinh K * cosh K * cosh_sq h
  have hs : (tanh (h + K) - tanh (h + -K)) / 2
      = sinh K * cosh K / (cosh K ^ 2 + sinh h ^ 2) := by
    rw [← sub_eq_add_neg, tanh_eq_sinh_div_cosh, tanh_eq_sinh_div_cosh,
      div_sub_div _ _ (cosh_pos _).ne' (cosh_pos _).ne', hn, hp]
    ring
  rw [hf, ← hs]
  exact ((d K).fun_sub (d (-K))).div_const 2

/-- The hyperbolic tangent of the coupling strength `|K|` is `|sinh K| / cosh K`. -/
theorem tanh_abs_eq (K : ℝ) : tanh |K| = |sinh K| / cosh K := by
  rw [tanh_eq_sinh_div_cosh, cosh_abs, abs_sinh]

/-- For `z ≥ 1`, one cavity update multiplies the distance between two cavity fields by at most
`(z - 1) tanh |K|`. -/
theorem cavityMap_lipschitz (K B : ℝ) {z : ℕ} (hz : 1 ≤ z) (x y : ℝ) :
    |cavityMap K B z x - cavityMap K B z y| ≤ ((z : ℝ) - 1) * tanh |K| * |x - y| := by
  have hz' : (0 : ℝ) ≤ (z : ℝ) - 1 := sub_nonneg.mpr (by exact_mod_cast hz)
  -- the magnitude of the slope of the bias is at most `tanh |K|`
  have slope : ∀ h : ℝ,
      ‖sinh K * cosh K / (cosh K ^ 2 + sinh h ^ 2)‖ ≤ tanh |K| := by
    intro h
    have hc := cosh_pos K
    have hD : 0 < cosh K ^ 2 + sinh h ^ 2 := add_pos_of_pos_of_nonneg (pow_pos hc 2) (sq_nonneg _)
    rw [Real.norm_eq_abs, tanh_abs_eq, abs_div, abs_mul, abs_of_pos hc, abs_of_pos hD,
      div_le_div_iff₀ hD hc]
    nlinarith [mul_nonneg (abs_nonneg (sinh K)) (sq_nonneg (sinh h))]
  have bias : |cavityBias K x - cavityBias K y| ≤ tanh |K| * |x - y| :=
    Convex.norm_image_sub_le_of_norm_hasDerivWithin_le
      (fun h _ => (hasDerivAt_cavityBias K h).hasDerivWithinAt) (fun h _ => slope h)
      convex_univ (Set.mem_univ y) (Set.mem_univ x)
  have e : cavityMap K B z x - cavityMap K B z y
      = ((z : ℝ) - 1) * (cavityBias K x - cavityBias K y) := by
    unfold cavityMap
    ring
  rw [e, abs_mul, abs_of_nonneg hz', mul_assoc]
  exact mul_le_mul_of_nonneg_left bias hz'

/-- If `z ≥ 1` and `(z - 1) tanh |K| < 1`, the cavity equation has exactly one solution in any
external field, and iteration from every start converges to it, the error shrinking at least
as fast as the powers of `(z - 1) tanh |K|`. -/
theorem cavity_iteration_converges (K B : ℝ) {z : ℕ} (hz : 1 ≤ z)
    (hK : ((z : ℝ) - 1) * tanh |K| < 1) :
    ∃ hs : ℝ, cavityMap K B z hs = hs ∧ (∀ h, cavityMap K B z h = h → h = hs) ∧
      ∀ h₀ : ℝ,
        (∀ n : ℕ, |(cavityMap K B z)^[n] h₀ - hs|
          ≤ (((z : ℝ) - 1) * tanh |K|) ^ n * |h₀ - hs|) ∧
        Tendsto (fun n : ℕ => (cavityMap K B z)^[n] h₀) atTop (𝓝 hs) := by
  have hz' : (0 : ℝ) ≤ (z : ℝ) - 1 := sub_nonneg.mpr (by exact_mod_cast hz)
  have hq0 : 0 ≤ ((z : ℝ) - 1) * tanh |K| := by
    rw [tanh_abs_eq]
    exact mul_nonneg hz' (div_nonneg (abs_nonneg _) (cosh_pos K).le)
  have lip := cavityMap_lipschitz K B hz
  -- Banach's theorem supplies the fixed point
  obtain ⟨hs, hfix⟩ : ∃ hs, cavityMap K B z hs = hs := by
    obtain ⟨q, hq⟩ : ∃ q : NNReal, (q : ℝ) = ((z : ℝ) - 1) * tanh |K| := ⟨⟨_, hq0⟩, rfl⟩
    have hc : ContractingWith q (cavityMap K B z) := by
      refine ⟨?_, LipschitzWith.of_dist_le_mul fun x y => ?_⟩
      · rw [← NNReal.coe_lt_coe, hq, NNReal.coe_one]
        exact hK
      · rw [hq, Real.dist_eq, Real.dist_eq]
        exact lip x y
    exact ⟨_, hc.fixedPoint_isFixedPt⟩
  refine ⟨hs, hfix, fun h hh => ?_, fun h₀ => ?_⟩
  · by_contra hne
    have hpos : 0 < |h - hs| := abs_pos.mpr (sub_ne_zero.mpr hne)
    have := lip h hs
    rw [hh, hfix] at this
    nlinarith
  · -- each update contributes one factor to the error bound
    have bound : ∀ n : ℕ, |(cavityMap K B z)^[n] h₀ - hs|
        ≤ (((z : ℝ) - 1) * tanh |K|) ^ n * |h₀ - hs| := by
      intro n
      induction n with
      | zero => simp
      | succ n ih =>
        have step := lip ((cavityMap K B z)^[n] h₀) hs
        rw [hfix] at step
        rw [Function.iterate_succ_apply', pow_succ', mul_assoc]
        exact step.trans (mul_le_mul_of_nonneg_left ih hq0)
    refine ⟨bound, ?_⟩
    have lim := (tendsto_pow_atTop_nhds_zero_of_lt_one hq0 hK).mul_const |h₀ - hs|
    rw [zero_mul] at lim
    exact tendsto_iff_dist_tendsto_zero.mpr (squeeze_zero (fun _ => dist_nonneg) bound lim)

/-- For `z ≥ 1`, no Lipschitz constant of the cavity map is smaller than
`(z - 1) tanh |K|`. -/
theorem contraction_constant_sharp (K B : ℝ) {z : ℕ} (hz : 1 ≤ z) {L : ℝ}
    (hL : ∀ x y, |cavityMap K B z x - cavityMap K B z y| ≤ L * |x - y|) :
    ((z : ℝ) - 1) * tanh |K| ≤ L := by
  have hz' : (0 : ℝ) ≤ (z : ℝ) - 1 := sub_nonneg.mpr (by exact_mod_cast hz)
  have hL0 : 0 ≤ L := by
    have := (abs_nonneg _).trans (hL 1 0)
    rwa [sub_zero, abs_one, mul_one] at this
  -- the magnitude of the slope at zero cavity field equals the bound
  have hd : HasDerivAt (cavityMap K B z) (((z : ℝ) - 1) * (sinh K / cosh K)) 0 := by
    have h0 := ((hasDerivAt_cavityBias K 0).const_mul ((z : ℝ) - 1)).const_add B
    refine h0.congr_deriv ?_
    have hc := (cosh_pos K).ne'
    rw [sinh_zero, zero_pow two_ne_zero, add_zero, pow_two, mul_div_mul_right _ _ hc]
  have := hd.le_of_lip' hL0 (Eventually.of_forall fun x => hL x 0)
  rwa [Real.norm_eq_abs, abs_mul, abs_of_nonneg hz', abs_div, abs_of_pos (cosh_pos K),
    ← tanh_abs_eq] at this

/-- If `z ≥ 1` and `(z - 1) tanh |K| < 1`, solutions of the cavity equation in the external
fields `B` and `B'` differ by at most `|B - B'| / (1 - (z - 1) tanh |K|)`. -/
theorem field_response_bound (K : ℝ) {B B' h h' : ℝ} {z : ℕ} (hz : 1 ≤ z)
    (hK : ((z : ℝ) - 1) * tanh |K| < 1)
    (hh : cavityMap K B z h = h) (hh' : cavityMap K B' z h' = h') :
    |h - h'| ≤ |B - B'| / (1 - ((z : ℝ) - 1) * tanh |K|) := by
  have lip := abs_le.mp (cavityMap_lipschitz K B' hz h h')
  have e : h - h' = (B - B') + (cavityMap K B' z h - cavityMap K B' z h') := by
    rw [hh']
    unfold cavityMap at hh ⊢
    linarith
  have key : |h - h'| ≤ |B - B'| + ((z : ℝ) - 1) * tanh |K| * |h - h'| :=
    abs_le.mpr ⟨by linarith [neg_abs_le (B - B'), lip.1],
      by linarith [le_abs_self (B - B'), lip.2]⟩
  rw [le_div_iff₀ (sub_pos.mpr hK)]
  linarith

end

end BetheCavityContraction
```

```lean
#print axioms BetheCavityContraction.trace_out_neighbour
-- 'BetheCavityContraction.trace_out_neighbour' depends on axioms: [propext, Classical.choice, Quot.sound]
#print axioms BetheCavityContraction.cavity_iteration_converges
-- 'BetheCavityContraction.cavity_iteration_converges' depends on axioms: [propext, Classical.choice, Quot.sound]
#print axioms BetheCavityContraction.contraction_constant_sharp
-- 'BetheCavityContraction.contraction_constant_sharp' depends on axioms: [propext, Classical.choice, Quot.sound]
#print axioms BetheCavityContraction.field_response_bound
-- 'BetheCavityContraction.field_response_bound' depends on axioms: [propext, Classical.choice, Quot.sound]
```

## How the lemmas fit together

`tanh_invTanh` confirms that the logarithmic formula inverts \(\tanh\) on \((-1,1)\). `cavityBias_eq_log_cosh` factors the two hyperbolic cosines, and `trace_out_neighbour` uses the result to recover the ratio of Boltzmann weights.

`hasDerivAt_cavityBias` differentiates the logarithms; it rewrites the slope with the addition formulas, and its `linear_combination` steps simplify the result using \(\cosh^2=\sinh^2+1\). In `cavityMap_lipschitz`, `nlinarith` bounds the slope after the denominators are cleared, with `tanh_abs_eq` handling the sign of \(K\). Mathlib's mean value inequality on a convex set then bounds the change in bias.

In `cavity_iteration_converges`, `ContractingWith` supplies the fixed point through Banach's theorem. Uniqueness is by contradiction, the error bound by induction on \(n\), and the limit by squeezing the error between zero and \(q^n|h_0-h_*|\).

`contraction_constant_sharp` compares an assumed Lipschitz constant with the derivative at zero. `field_response_bound` splits \(h-h'\) into the change of external field and a difference of two values of the same map, then rearranges using \(1-q>0\).
